# The five-point grid stencil underestimates the kinetic energy of every plane wave with k ≠ 0

The grid operators below act on complex functions of a continuous position x, not on a finite array of samples. A stencil with spacing h then compares f(x) with its values at x ± h and x ± 2h, and no boundary enters. The particle is free and moves in one dimension, and energies are measured in units where ħ²/2m = 1, so a plane wave of wave number k has kinetic energy k².

Write s = 2 − 2cos(kh), and let E₂ = s/h² and E₄ = (s + s²/12)/h² be the energies given by the usual second-order and fourth-order stencils. For h > 0, k ≠ 0 and |kh| ≤ π,

E₂ < E₄ < k²  and  k² − E₄ < h⁴k⁶/90.

With either of these stencils, then, the grid value of a plane wave's kinetic energy approaches k² from below as h → 0. A variational basis-set calculation with exact matrix elements, by contrast, gives a ground-state total energy that is never below the exact ground-state energy of the same Hamiltonian.

```lean
import Mathlib

open Filter Topology

namespace GridKineticFourthOrder

noncomputable section
```

## Stencils and their energies

The plane wave is ψ(x) = exp(ikx), with real k and x. It is not normalised, which does not affect an eigenvalue.

```lean
/-- The plane wave `exp(ikx)`. -/
def planeWave (k x : ℝ) : ℂ := Complex.exp ((k * x : ℝ) * Complex.I)
```

The three-point stencil approximates −h² times the second derivative by

2f(x) − f(x+h) − f(x−h).

```lean
/-- The three-point stencil for `-h²` times the second derivative. -/
def threePoint (h : ℝ) (f : ℝ → ℂ) (x : ℝ) : ℂ :=
  2 * f x - f (x + h) - f (x - h)
```

The five-point stencil adds the second neighbours to cancel the leading error:

[30f(x) − 16(f(x+h) + f(x−h)) + f(x+2h) + f(x−2h)]/12.

```lean
/-- The five-point stencil for `-h²` times the second derivative. -/
def fivePoint (h : ℝ) (f : ℝ → ℂ) (x : ℝ) : ℂ :=
  (30 * f x - 16 * (f (x + h) + f (x - h)) + (f (x + 2 * h) + f (x - 2 * h))) / 12
```

Both stencils carry a factor h², which the energies divide out. The second-order energy is E₂ = s/h².

```lean
/-- Second-order grid value of `k²` at spacing `h ≠ 0`. -/
def energy2 (h k : ℝ) : ℝ := (2 - 2 * Real.cos (k * h)) / h ^ 2
```

The fourth-order energy is E₄ = (s + s²/12)/h².

```lean
/-- Fourth-order grid value of `k²` at spacing `h ≠ 0`. -/
def energy4 (h k : ℝ) : ℝ :=
  ((2 - 2 * Real.cos (k * h)) + (2 - 2 * Real.cos (k * h)) ^ 2 / 12) / h ^ 2
```

With θ = kh, the amount by which E₄ falls short of k² is D(θ)/h², where

D(θ) = θ² − s − s²/12,  s = 2 − 2cos θ.

```lean
/-- The fourth-order kinetic deficit in units of `1/h²`, as a function of `θ = kh`. -/
def deficit (θ : ℝ) : ℝ :=
  θ ^ 2 - ((2 - 2 * Real.cos θ) + (2 - 2 * Real.cos θ) ^ 2 / 12)
```

The sign of D will be read off from its slope, half of which is

G(θ) = θ − (4 sin θ − sin θ cos θ)/3.

```lean
/-- Half the derivative of the deficit with respect to `θ`. -/
def halfSlope (θ : ℝ) : ℝ := θ - (4 * Real.sin θ - Real.sin θ * Real.cos θ) / 3
```

## Plane waves as eigenfunctions

A shift by h multiplies ψ by a phase, ψ(x ± h) = exp(±iθ)ψ(x). The three-point stencil therefore gives

2 − exp(iθ) − exp(−iθ) = 2 − 2cos θ = s

times ψ(x). With c = cos θ and cos 2θ = 2c² − 1, the five-point stencil gives

(30 − 32c + 2cos 2θ)/12 = (7 − 8c + c²)/3 = s + s²/12

times ψ(x). These eigenvalues are h²E₂ and h²E₄.

In the proof, `hadd` is the shift rule, `hsum` says that the two phases add to 2c, and `hprod` says that their product is 1. The last two replace the double-angle formula, since exp(2iθ) + exp(−2iθ) = (2c)² − 2. The calls to `linear_combination` assemble the eigenvalues from them.

```lean
/-- For spacing `h ≠ 0`, a plane wave is an eigenfunction of both stencils, with eigenvalues
`h²` times the second-order and fourth-order grid energies. -/
theorem stencils_planeWave {h : ℝ} (hh : h ≠ 0) (k x : ℝ) :
    threePoint h (planeWave k) x = ((h ^ 2 * energy2 h k : ℝ) : ℂ) * planeWave k x ∧
    fivePoint h (planeWave k) x = ((h ^ 2 * energy4 h k : ℝ) : ℂ) * planeWave k x := by
  have hh2 : h ^ 2 ≠ 0 := pow_ne_zero 2 hh
  -- translation multiplies a plane wave by a phase
  have hadd : ∀ a b, planeWave k (a + b) = planeWave k a * planeWave k b := by
    intro a b
    simp only [planeWave]
    rw [← Complex.exp_add]
    congr 1
    push_cast
    ring
  have hsum : planeWave k h + planeWave k (-h) = 2 * ((Real.cos (k * h) : ℝ) : ℂ) := by
    simp only [planeWave, Complex.exp_mul_I, mul_neg, Complex.ofReal_neg,
      Complex.cos_neg, Complex.sin_neg]
    push_cast
    ring
  have hprod : planeWave k h * planeWave k (-h) = 1 := by
    rw [← hadd, add_neg_cancel]
    simp [planeWave]
  have m1 : planeWave k (x - h) = planeWave k x * planeWave k (-h) := by
    rw [sub_eq_add_neg, hadd]
  have p2 : planeWave k (x + 2 * h) = planeWave k x * (planeWave k h * planeWave k h) := by
    rw [two_mul, hadd x (h + h), hadd h h]
  have m2 : planeWave k (x - 2 * h)
      = planeWave k x * (planeWave k (-h) * planeWave k (-h)) := by
    rw [show x - 2 * h = x + (-h + -h) by ring, hadd x (-h + -h), hadd (-h) (-h)]
  have e2 : h ^ 2 * energy2 h k = 2 - 2 * Real.cos (k * h) := by
    rw [mul_comm, energy2, div_mul_cancel₀ _ hh2]
  have e4 : h ^ 2 * energy4 h k
      = (2 - 2 * Real.cos (k * h)) + (2 - 2 * Real.cos (k * h)) ^ 2 / 12 := by
    rw [mul_comm, energy4, div_mul_cancel₀ _ hh2]
  rw [e2, e4, threePoint, fivePoint, p2, m2, m1, hadd x h]
  generalize Real.cos (k * h) = c at hsum ⊢
  push_cast
  constructor
  · linear_combination (-planeWave k x) * hsum
  · linear_combination (planeWave k x / 12) *
      ((planeWave k h + planeWave k (-h) + 2 * (c : ℂ) - 16) * hsum - 2 * hprod)
```

## The sign of the deficit

The argument repeatedly uses one consequence of the mean value theorem. If f(0) = 0 and f′ > 0 between 0 and x > 0, then for some y in between

f(x) = x f′(y) > 0.

```lean
/-- A differentiable function that vanishes at the origin and has positive derivative
between `0` and `x > 0` is positive at `x`. -/
theorem pos_of_slope_pos {f f' : ℝ → ℝ} (hf : ∀ y, HasDerivAt f (f' y) y) (h0 : f 0 = 0)
    {x : ℝ} (hx : 0 < x) (hpos : ∀ y, 0 < y → y < x → 0 < f' y) : 0 < f x := by
  obtain ⟨c, hc, e⟩ := exists_hasDerivAt_eq_slope f f' hx
    (fun y _ => (hf y).continuousAt.continuousWithinAt) (fun y _ => hf y)
  have p := hpos c hc.1 hc.2
  rw [e, h0, sub_zero, sub_zero] at p
  have q := mul_pos p hx
  rwa [div_mul_cancel₀ _ hx.ne'] at q
```

Differentiating D, with s′ = 2 sin θ, gives

D′(θ) = 2θ − 2 sin θ − (s sin θ)/3 = 2G(θ).

Differentiating again, and using sin²θ + cos²θ = 1,

G′(θ) = 1 − (4cos θ − cos²θ + sin²θ)/3 = 2(1 − cos θ)²/3.

The slope of G is a square, so it is never negative. In the code, `congr_deriv` exchanges the derivative delivered by the differentiation rules for the simplified one.

```lean
/-- The deficit has derivative `2 * halfSlope`, and `halfSlope` has the nonnegative
derivative `2(1 - cos θ)²/3`. -/
theorem deficit_derivatives (θ : ℝ) :
    HasDerivAt deficit (2 * halfSlope θ) θ ∧
    HasDerivAt halfSlope (2 * (1 - Real.cos θ) ^ 2 / 3) θ := by
  constructor
  · have u := ((Real.hasDerivAt_cos θ).const_mul 2).const_sub 2
    have a := (hasDerivAt_pow 2 θ).fun_sub (u.fun_add ((u.fun_pow 2).div_const 12))
    refine a.congr_deriv ?_
    have e : (2 - 1 : ℕ) = 1 := rfl
    simp only [halfSlope, e, pow_one, Nat.cast_ofNat]
    ring
  · have a := (hasDerivAt_id' θ).fun_sub ((((Real.hasDerivAt_sin θ).const_mul 4).fun_sub
      ((Real.hasDerivAt_sin θ).fun_mul (Real.hasDerivAt_cos θ))).div_const 3)
    refine a.congr_deriv ?_
    linear_combination (-1 / 3) * Real.sin_sq_add_cos_sq θ
```

Take first 0 < θ ≤ π. For 0 < z < θ we have cos z < 1, so G′(z) > 0. Since G(0) = 0, G is positive on (0, θ). Hence D′ = 2G is positive there, and D(0) = 0 gives D(θ) > 0.

For θ > π the grid energy cannot keep up with the parabola. Since s ≤ 4,

s + s²/12 ≤ 4 + 16/12 = 16/3 < 9 < θ².

The two branches of `rcases` are these two ranges. The first nests `pos_of_slope_pos` twice, and the second leaves the inequality to `nlinarith`.

```lean
/-- For every `θ > 0` the fourth-order deficit is strictly positive. -/
theorem deficit_pos {θ : ℝ} (hθ : 0 < θ) : 0 < deficit θ := by
  rcases le_or_gt θ Real.pi with hπ | hπ
  · -- inside the zone: integrate the positive slope twice
    refine pos_of_slope_pos (fun y => (deficit_derivatives y).1) (by simp [deficit]) hθ ?_
    intro y hy hyθ
    refine mul_pos two_pos (pos_of_slope_pos (fun z => (deficit_derivatives z).2)
      (by simp [halfSlope]) hy ?_)
    intro z hz hzy
    have hc := Real.cos_lt_cos_of_nonneg_of_le_pi le_rfl (by linarith : z ≤ Real.pi) hz
    rw [Real.cos_zero] at hc
    have : 0 < 1 - Real.cos z := by linarith
    positivity
  · -- outside the zone: the grid energy is bounded by its band maximum
    have h3 : 3 < θ := lt_trans Real.pi_gt_three hπ
    have h1 := Real.neg_one_le_cos θ
    have h2 := Real.cos_le_one θ
    unfold deficit
    nlinarith [mul_nonneg (sub_nonneg.2 h2) (by linarith : 0 ≤ Real.cos θ + 1)]
```

## The size of the deficit

For y > 0, the function y²/2 − (1 − cos y) vanishes at 0 and has slope y − sin y > 0, so

0 ≤ 1 − cos y < y²/2.

Squaring and integrating twice from 0 gives, for positive arguments,

G′(y) < y⁴/6,
G(y) < y⁵/30,
D′(y) = 2G(y) < y⁵/15,
D(θ) < θ⁶/90.

The code reaches the same bounds by applying `pos_of_slope_pos` to the differences: `hcos` is the cosine bound, `hslope` the bound on G, and the last application gives the bound on D.

```lean
/-- For every `θ > 0` the fourth-order deficit is smaller than `θ⁶/90`. -/
theorem deficit_lt {θ : ℝ} (hθ : 0 < θ) : deficit θ < θ ^ 6 / 90 := by
  have hcos : ∀ y : ℝ, 0 < y → 1 - Real.cos y < y ^ 2 / 2 := by
    intro y hy
    have p := pos_of_slope_pos (f := fun z => z ^ 2 / 2 - (1 - Real.cos z))
      (f' := fun z => z - Real.sin z)
      (fun z => (((hasDerivAt_pow 2 z).div_const 2).fun_sub
        ((Real.hasDerivAt_cos z).const_sub 1)).congr_deriv (by norm_num))
      (by simp) hy (fun z hz _ => sub_pos.2 (Real.sin_lt hz))
    exact sub_pos.1 p
  have hslope : ∀ y : ℝ, 0 < y → halfSlope y < y ^ 5 / 30 := by
    intro y hy
    have p := pos_of_slope_pos (f := fun z => z ^ 5 / 30 - halfSlope z)
      (f' := fun z => 5 * z ^ 4 / 30 - 2 * (1 - Real.cos z) ^ 2 / 3)
      (fun z => (((hasDerivAt_pow 5 z).div_const 30).fun_sub
        (deficit_derivatives z).2).congr_deriv (by norm_num))
      (by simp [halfSlope]) hy (fun z hz _ => by
        have q := mul_self_lt_mul_self (sub_nonneg.2 (Real.cos_le_one z)) (hcos z hz)
        nlinarith [q])
    exact sub_pos.1 p
  have p := pos_of_slope_pos (f := fun z => z ^ 6 / 90 - deficit z)
    (f' := fun z => 6 * z ^ 5 / 90 - 2 * halfSlope z)
    (fun z => (((hasDerivAt_pow 6 z).div_const 90).fun_sub
      (deficit_derivatives z).1).congr_deriv (by norm_num))
    (by simp [deficit]) hθ (fun z hz _ => by linarith [hslope z hz])
  exact sub_pos.1 p
```

Returning to energies, k² − E₄ = D(kh)/h². Because D is even, negative k is handled by setting θ = |kh|, which is positive when k ≠ 0. Division by h² then gives

0 < k² − E₄ < (kh)⁶/(90h²) = h⁴k⁶/90.

The theorem asks only for h > 0 and k ≠ 0, with no restriction to the Brillouin zone. Its proof identifies the deficit in `hD` and its evenness in `heven`.

```lean
/-- At spacing `h > 0` and for every `k ≠ 0`, the fourth-order grid energy lies strictly
below `k²`, by less than `h⁴k⁶/90`. -/
theorem energy4_bounds {h k : ℝ} (hh : 0 < h) (hk : k ≠ 0) :
    energy4 h k < k ^ 2 ∧ k ^ 2 - energy4 h k < h ^ 4 * k ^ 6 / 90 := by
  have h2 : 0 < h ^ 2 := by positivity
  have hD : k ^ 2 - energy4 h k = deficit (k * h) / h ^ 2 := by
    rw [eq_div_iff h2.ne', sub_mul, energy4, div_mul_cancel₀ _ h2.ne', deficit]
    ring
  have hθ : 0 < |k * h| := abs_pos.2 (mul_ne_zero hk hh.ne')
  have heven : deficit |k * h| = deficit (k * h) := by
    simp only [deficit, Real.cos_abs, sq_abs]
  have h6 : |k * h| ^ 6 = (k * h) ^ 6 := by
    calc |k * h| ^ 6 = (|k * h| ^ 2) ^ 3 := by ring
      _ = ((k * h) ^ 2) ^ 3 := by rw [sq_abs]
      _ = (k * h) ^ 6 := by ring
  have lo := deficit_pos hθ
  have hi := deficit_lt hθ
  rw [heven] at lo hi
  rw [h6] at hi
  constructor
  · have := div_pos lo h2
    linarith
  · rw [hD, div_lt_iff₀ h2]
    calc deficit (k * h) < (k * h) ^ 6 / 90 := hi
      _ = h ^ 4 * k ^ 6 / 90 * h ^ 2 := by ring
```

## Ordering the two stencils

The energies of the two stencils differ by

E₄ − E₂ = s²/(12h²),

which is positive as soon as cos(kh) ≠ 1. In the theorem, `hzone` places k in the first Brillouin zone of the grid, |kh| ≤ π, and `hk` removes k = 0, so cos(kh) < 1. Some condition of this kind is needed, because at kh = 2π the wave takes the same value at every grid point and both grid energies vanish. The conclusion is the chain stated at the start, and it also places E₂ below k².

```lean
/-- For `h > 0`, `k ≠ 0` and `|kh| ≤ π`, the second-order grid energy is strictly below the
fourth-order one, which is strictly below `k²` by less than `h⁴k⁶/90`. -/
theorem grid_energies_from_below {h k : ℝ} (hh : 0 < h) (hk : k ≠ 0)
    (hzone : |k * h| ≤ Real.pi) :
    energy2 h k < energy4 h k ∧ energy4 h k < k ^ 2 ∧
      k ^ 2 - energy4 h k < h ^ 4 * k ^ 6 / 90 := by
  refine ⟨?_, energy4_bounds hh hk⟩
  have hc := Real.cos_lt_cos_of_nonneg_of_le_pi le_rfl hzone
    (abs_pos.2 (mul_ne_zero hk hh.ne'))
  rw [Real.cos_zero, Real.cos_abs] at hc
  have hs : 0 < 2 - 2 * Real.cos (k * h) := by linarith
  have hq : 0 < (2 - 2 * Real.cos (k * h)) ^ 2 / 12 := by positivity
  unfold energy2 energy4
  exact div_lt_div_of_pos_right (by linarith) (by positivity)
```

In a calculation the stencil acts on stored samples. Take a periodic cell of eight points and the wave that completes two periods in it, so that kh = π/2 and the samples repeat 1, i, −1, −i. At the first point the five-point stencil returns

[30 − 16(i − i) + (−1 − 1)]/12 = 28/12 ≈ 2.333,

while the three-point stencil returns 2 and the exact value is h²k² = π²/4 ≈ 2.467. The fourth-order deficit is thus about 0.134/h², within the bound of about 0.167/h². If the spacing is halved at fixed k, the deficit drops to about 0.0099/h², with h still the original spacing.

## Averages over momentum and the limit of small spacing

For weights w(k) ≥ 0 on a finite set S of wave numbers, multiply E₄ ≤ k² by w(k) and add:

Σ w(k)E₄(k) < Σ w(k)k².

The inequality is strict if some k ≠ 0 in S has positive weight. At k = 0 both energies are zero. The Lean statement does not require the weights to add to 1; when they do, the sums are means. For a normalised state on a periodic grid, with its wave numbers chosen from −π < kh ≤ π, the weights are the squared moduli of its coefficients in normalised plane waves. The comparison concerns the kinetic energy of a given momentum distribution. On stored samples it does not by itself order the total energies of eigenstates in a potential, because the potential is sampled too: if the whole potential in a periodic cell is one narrow well between grid points, the grid misses it and gives a ground-state energy of zero, while the exact one is negative.

`Finset.sum_lt_sum` needs exactly these two ingredients: a weak inequality for every term and a strict one for at least one term.

```lean
/-- At spacing `h > 0`, the fourth-order grid underestimates the weighted sum of `k²` for any finite
distribution of nonnegative weights that has positive weight at some `k ≠ 0`. -/
theorem mean_energy4_lt {h : ℝ} (hh : 0 < h) (S : Finset ℝ) (w : ℝ → ℝ)
    (hw : ∀ k ∈ S, 0 ≤ w k) (hmove : ∃ k ∈ S, k ≠ 0 ∧ 0 < w k) :
    ∑ k ∈ S, w k * energy4 h k < ∑ k ∈ S, w k * k ^ 2 := by
  apply Finset.sum_lt_sum
  · intro k hkS
    apply mul_le_mul_of_nonneg_left _ (hw k hkS)
    by_cases hk : k = 0
    · simp [hk, energy4]
    · exact (energy4_bounds hh hk).1.le
  · obtain ⟨k, hkS, hk, hwk⟩ := hmove
    exact ⟨k, hkS, mul_lt_mul_of_pos_left (energy4_bounds hh hk).1 hwk⟩
```

Finally, for fixed k ≠ 0 and every h > 0,

k² − h⁴k⁶/90 < E₄ < k².

Both outer expressions tend to k² as h → 0⁺, and so does E₄. For k = 0 the grid energy is zero throughout. In the statement, `𝓝[>] (0 : ℝ)` expresses that h approaches zero through positive values. The limit is taken at one k at a time; the factor k⁶ in the bound shows that short waves call for a finer grid to guarantee the same absolute error.

```lean
/-- As the spacing `h` tends to zero through positive values, the fourth-order grid energy
tends to `k²`. -/
theorem energy4_tendsto (k : ℝ) :
    Tendsto (fun h => energy4 h k) (𝓝[>] (0 : ℝ)) (𝓝 (k ^ 2)) := by
  by_cases hk : k = 0
  · simp [hk, energy4]
  · have hc : Continuous (fun h : ℝ => k ^ 2 - h ^ 4 * k ^ 6 / 90) := by fun_prop
    have hl : Tendsto (fun h : ℝ => k ^ 2 - h ^ 4 * k ^ 6 / 90) (𝓝[>] (0 : ℝ))
        (𝓝 (k ^ 2)) := by
      have t := (hc.tendsto 0).mono_left (nhdsWithin_le_nhds (s := Set.Ioi (0 : ℝ)))
      have e : k ^ 2 - (0 : ℝ) ^ 4 * k ^ 6 / 90 = k ^ 2 := by ring
      rwa [e] at t
    -- squeeze between the error bound and the exact value
    refine tendsto_of_tendsto_of_tendsto_of_le_of_le' hl tendsto_const_nhds ?_ ?_
    · filter_upwards [self_mem_nhdsWithin] with h hh
      linarith [(energy4_bounds (Set.mem_Ioi.1 hh) hk).2]
    · filter_upwards [self_mem_nhdsWithin] with h hh
      exact (energy4_bounds (Set.mem_Ioi.1 hh) hk).1.le

end

end GridKineticFourthOrder
```

```lean
#print axioms GridKineticFourthOrder.stencils_planeWave
-- 'GridKineticFourthOrder.stencils_planeWave' depends on axioms: [propext, Classical.choice, Quot.sound]
#print axioms GridKineticFourthOrder.grid_energies_from_below
-- 'GridKineticFourthOrder.grid_energies_from_below' depends on axioms: [propext, Classical.choice, Quot.sound]
#print axioms GridKineticFourthOrder.mean_energy4_lt
-- 'GridKineticFourthOrder.mean_energy4_lt' depends on axioms: [propext, Classical.choice, Quot.sound]
#print axioms GridKineticFourthOrder.energy4_tendsto
-- 'GridKineticFourthOrder.energy4_tendsto' depends on axioms: [propext, Classical.choice, Quot.sound]
```
